# The one-electron Hartree-Fock minimum in a finite real orthonormal basis is the lowest eigenvalue of the one-electron Hamiltonian matrix

## Does the electron in a hydrogen atom repel itself in Hartree-Fock?

A hydrogen atom has one electron, so there is nothing for it to repel. The Hartree-Fock energy nevertheless contains a Coulomb term in which the electron's density interacts with itself, and an exchange term that is supposed to remove it. I have been told that the removal is complete, so that in a given basis one-electron Hartree-Fock returns the exact ground-state energy. Can this be derived step by step, with the minimum and the minimising orbitals included, and checked by machine?

## Exchange removes the whole self-repulsion

Yes, for a finite orthonormal basis of real spin orbitals. Let \(h\) be the real symmetric matrix of the one-electron Hamiltonian (kinetic energy plus external potential), and let \(g_{pqrs}=(pq|rs)\) be the two-electron integrals. For a density matrix \(D\),

\[
E(D)=\operatorname{tr}(hD)+\tfrac12\sum_{pqrs}D_{pq}D_{rs}\,(g_{pqrs}-g_{psrq}),
\]
\[
F(D)_{pq}=h_{pq}+\sum_{rs}D_{rs}\,(g_{pqrs}-g_{psrq}).
\]

One electron in an orbital with real coefficient vector \(c\), \(c^Tc=1\), has \(D=cc^T\), that is, \(D_{pq}=c_pc_q\).

**Cancellation.** Fix \(p\). The product \(c_qc_rc_s\) does not change when the summation labels \(q\) and \(s\) are exchanged, so

\[
\sum_{qrs}c_qc_rc_s\,g_{psrq}=\sum_{qrs}c_qc_rc_s\,g_{pqrs}.
\]

The Coulomb and exchange fields therefore cancel when they act on \(c\), which gives \(F(cc^T)c=hc\). Multiplying the cancelled sum by \(c_p\) and summing over \(p\) removes the two-electron energy as well. Since \(\operatorname{tr}(hcc^T)=c^Thc\),

\[
E(cc^T)=c^Thc .
\]

**The minimum exists.** The unit sphere is compact and \(c^Thc\) is continuous, so some unit vector \(c_0\) gives a smallest value \(\varepsilon_0\). Applying this to \(x/\sqrt{x^Tx}\) for \(x\neq0\) gives

\[
Q(x):=x^Thx-\varepsilon_0\,x^Tx\ge0\quad\text{for all }x,
\]

and the case \(x=0\) is immediate.

**Minimisers are eigenvectors.** Let \(Q(c)=0\), and set \(w=hc-\varepsilon_0c\) and \(N=w^Tw\). Because \(h\) is symmetric, for all real \(a,b\)

\[
0\le Q(ac+bw)=2abN+b^2Q(w).
\]

Choose \(a=Q(w)+1\) and \(b=-N\). The right-hand side becomes \(-N^2(Q(w)+2)\), and \(Q(w)\ge0\), so \(N=0\) and \(hc=\varepsilon_0c\). Conversely, a unit vector with \(hc=\varepsilon_0c\) has \(c^Thc=\varepsilon_0\).

**No eigenvalue lies lower.** If \(hv=\varepsilon v\) with \(v\ne0\), then \(\varepsilon_0\,v^Tv\le v^Thv=\varepsilon\,v^Tv\), and hence \(\varepsilon_0\le\varepsilon\).

**Without exchange.** The energy of a unit vector \(c\) is then \(c^Thc\) plus half of \(\sum_{pqrs} c_pc_qc_rc_s\,g_{pqrs}\). If this self-repulsion is positive, the energy lies strictly above \(\varepsilon_0\). The code calls this functional `hartreeEnergy`; it keeps the self-repulsion, which the orbital-by-orbital Hartree method leaves out.

## What the theorems say

The finite type `n` labels the basis functions. `vecMulVec c c` is \(cc^T\), `h *ᵥ c` is \(hc\), and `c ⬝ᵥ c = 1` is normalisation, with the overlap matrix taken to be the identity. `IsEnergyLevel h ε` says that \(hv=\varepsilon v\) has a nonzero solution. `IsLeast S a` says that \(a\) belongs to \(S\) and is a lower bound of it, so it expresses an attained minimum.

The main theorem, `one_electron_hartreeFock_exact`, takes a nonempty basis, a symmetric `h` and any `g`. It provides one number `ε₀` that is both the least energy level and the least Hartree-Fock energy of a normalised orbital, and it states that a normalised orbital has this energy exactly when \(hc=\varepsilon_0c\). Degenerate ground levels are included.

No symmetry or positivity of `g` is assumed. In `hartree_above_ground_level`, positive self-repulsion is the hypothesis `hrep`; it stands for the electrostatic repulsion of the orbital's charge density with itself and is not derived from Coulomb integrals. The Fock matrix is defined by its formula, not obtained by differentiating the energy. Complex coefficients, non-orthogonal bases and the complete-basis limit are not treated: "exact" means exact within the chosen basis.

In Lean 4 with Mathlib:

```lean
import Mathlib

open Matrix

namespace OneElectronHartreeFock

noncomputable section

variable {n : Type*} [Fintype n]

/-- The Hartree-Fock energy of a density matrix `D` in an orthonormal spin-orbital basis,
with `g p q r s` the two-electron integral `(pq|rs)`. -/
def hfEnergy (h : Matrix n n ℝ) (g : n → n → n → n → ℝ) (D : Matrix n n ℝ) : ℝ :=
  (h * D).trace +
    1 / 2 * ∑ p, ∑ q, ∑ r, ∑ s, D p q * D r s * (g p q r s - g p s r q)

/-- The Hartree-Fock energy expression with the exchange term left out: the one-electron energy plus
the whole Coulomb term, self-repulsion included. -/
def hartreeEnergy (h : Matrix n n ℝ) (g : n → n → n → n → ℝ) (D : Matrix n n ℝ) : ℝ :=
  (h * D).trace + 1 / 2 * ∑ p, ∑ q, ∑ r, ∑ s, D p q * D r s * g p q r s

/-- The Fock matrix: the one-electron Hamiltonian plus the Coulomb minus exchange field
of the density matrix `D`. -/
def fockMatrix (h : Matrix n n ℝ) (g : n → n → n → n → ℝ) (D : Matrix n n ℝ) :
    Matrix n n ℝ :=
  Matrix.of fun p q => h p q + ∑ r, ∑ s, D r s * (g p q r s - g p s r q)

/-- `ε` is an energy level of `h`: the Schrödinger equation `h v = ε v` has a nonzero
solution. -/
def IsEnergyLevel (h : Matrix n n ℝ) (ε : ℝ) : Prop :=
  ∃ v : n → ℝ, v ≠ 0 ∧ h *ᵥ v = ε • v

/-- The Coulomb and exchange fields of an orbital `c` cancel when they act on `c` itself,
here for one fixed value of the first index of the integrals. -/
theorem self_field_cancels (c : n → ℝ) (G : n → n → n → ℝ) :
    ∑ q, ∑ r, ∑ s, c q * c r * c s * (G q r s - G s r q) = 0 := by
  simp only [mul_sub, Finset.sum_sub_distrib]
  rw [sub_eq_zero]
  -- exchange the summation labels q and s
  calc ∑ q, ∑ r, ∑ s, c q * c r * c s * G q r s
      = ∑ r, ∑ q, ∑ s, c q * c r * c s * G q r s := Finset.sum_comm
    _ = ∑ r, ∑ s, ∑ q, c q * c r * c s * G q r s :=
        Finset.sum_congr rfl fun r _ => Finset.sum_comm
    _ = ∑ s, ∑ r, ∑ q, c q * c r * c s * G q r s := Finset.sum_comm
    _ = ∑ q, ∑ r, ∑ s, c q * c r * c s * G s r q :=
        Finset.sum_congr rfl fun q _ => Finset.sum_congr rfl fun r _ =>
          Finset.sum_congr rfl fun s _ => by ring

/-- The Fock matrix built from a single orbital acts on that orbital as the bare
one-electron Hamiltonian. -/
theorem fockMatrix_mulVec_self (h : Matrix n n ℝ) (g : n → n → n → n → ℝ) (c : n → ℝ) :
    fockMatrix h g (vecMulVec c c) *ᵥ c = h *ᵥ c := by
  ext p
  have e : ∑ q, (∑ r, ∑ s, c r * c s * (g p q r s - g p s r q)) * c q = 0 := by
    refine Eq.trans ?_ (self_field_cancels c (g p))
    simp only [Finset.sum_mul]
    exact Finset.sum_congr rfl fun q _ => Finset.sum_congr rfl fun r _ =>
      Finset.sum_congr rfl fun s _ => by ring
  simp only [Matrix.mulVec, dotProduct, fockMatrix, Matrix.of_apply, add_mul,
    Finset.sum_add_distrib, Matrix.vecMulVec_apply]
  rw [e, add_zero]

/-- An orbital solves the one-electron self-consistent field equation with orbital energy
`ε` exactly when it solves the Schrödinger equation of `h` with energy `ε`. -/
theorem scf_iff_schrodinger (h : Matrix n n ℝ) (g : n → n → n → n → ℝ) (c : n → ℝ)
    (ε : ℝ) : fockMatrix h g (vecMulVec c c) *ᵥ c = ε • c ↔ h *ᵥ c = ε • c := by
  rw [fockMatrix_mulVec_self]

/-- The one-electron part of the energy of a single orbital is `c ⬝ h c`, which is the expectation
value of `h` when `c` is normalised. -/
theorem trace_mul_orbital (h : Matrix n n ℝ) (c : n → ℝ) :
    (h * vecMulVec c c).trace = c ⬝ᵥ h *ᵥ c := by
  simp only [Matrix.trace, Matrix.diag_apply, Matrix.mul_apply, Matrix.vecMulVec_apply,
    dotProduct, Matrix.mulVec, Finset.mul_sum]
  exact Finset.sum_congr rfl fun p _ => Finset.sum_congr rfl fun q _ => by ring

/-- The Hartree-Fock energy of a single orbital is `c ⬝ h c`, whatever the two-electron integrals;
for normalised `c` this is the expectation value of `h`. -/
theorem hfEnergy_orbital (h : Matrix n n ℝ) (g : n → n → n → n → ℝ) (c : n → ℝ) :
    hfEnergy h g (vecMulVec c c) = c ⬝ᵥ h *ᵥ c := by
  have e : ∑ p, ∑ q, ∑ r, ∑ s, vecMulVec c c p q * vecMulVec c c r s *
      (g p q r s - g p s r q) = 0 := by
    refine Finset.sum_eq_zero fun p _ => ?_
    refine Eq.trans ?_ ((congrArg (c p * ·) (self_field_cancels c (g p))).trans (mul_zero _))
    simp only [Finset.mul_sum, Matrix.vecMulVec_apply]
    exact Finset.sum_congr rfl fun q _ => Finset.sum_congr rfl fun r _ =>
      Finset.sum_congr rfl fun s _ => by ring
  rw [hfEnergy, e, trace_mul_orbital, mul_zero, add_zero]

private theorem self_pos {x : n → ℝ} (hx : x ≠ 0) : 0 < x ⬝ᵥ x :=
  lt_of_le_of_ne (Finset.sum_nonneg fun i _ => mul_self_nonneg (x i))
    (Ne.symm (mt dotProduct_self_eq_zero.mp hx))

/-- If `ε` bounds the expectation values of a symmetric `h` from below and `c` attains the
bound, then `c` satisfies `h c = ε c`. -/
theorem eigenvector_of_attained {h : Matrix n n ℝ} (hs : h.IsSymm) {ε : ℝ}
    (H : ∀ x : n → ℝ, ε * (x ⬝ᵥ x) ≤ x ⬝ᵥ h *ᵥ x) {c : n → ℝ}
    (hc : c ⬝ᵥ h *ᵥ c = ε * (c ⬝ᵥ c)) : h *ᵥ c = ε • c := by
  -- vary c along the residual w
  obtain ⟨w, hw⟩ : ∃ w, w = h *ᵥ c - ε • c := ⟨_, rfl⟩
  have hN : w ⬝ᵥ w = w ⬝ᵥ h *ᵥ c - ε * (w ⬝ᵥ c) := by
    calc w ⬝ᵥ w = w ⬝ᵥ (h *ᵥ c - ε • c) := by rw [← hw]
      _ = _ := by rw [dotProduct_sub, dotProduct_smul, smul_eq_mul]
  have hsym : c ⬝ᵥ h *ᵥ w = w ⬝ᵥ h *ᵥ c := by
    rw [Matrix.dotProduct_mulVec, ← Matrix.mulVec_transpose, hs.eq, dotProduct_comm]
  have key : ∀ a b : ℝ,
      0 ≤ 2 * a * b * (w ⬝ᵥ w) + b ^ 2 * (w ⬝ᵥ h *ᵥ w - ε * (w ⬝ᵥ w)) := by
    intro a b
    have k := H (a • c + b • w)
    simp only [Matrix.mulVec_add, Matrix.mulVec_smul, add_dotProduct, dotProduct_add,
      smul_dotProduct, dotProduct_smul, smul_eq_mul] at k
    rw [hsym, dotProduct_comm c w] at k
    linear_combination k + a ^ 2 * hc + (-(2 * a * b)) * hN
  have hQ : 0 ≤ w ⬝ᵥ h *ᵥ w - ε * (w ⬝ᵥ w) := sub_nonneg.mpr (H w)
  have k := key (w ⬝ᵥ h *ᵥ w - ε * (w ⬝ᵥ w) + 1) (-(w ⬝ᵥ w))
  have h2 : (w ⬝ᵥ w) ^ 2 ≤ 0 := by
    nlinarith [mul_nonneg (sq_nonneg (w ⬝ᵥ w)) hQ]
  have h0 : w ⬝ᵥ w = 0 :=
    (pow_eq_zero_iff two_ne_zero).mp (le_antisymm h2 (sq_nonneg _))
  have w0 : w = 0 := dotProduct_self_eq_zero.mp h0
  rw [hw] at w0
  exact sub_eq_zero.mp w0

/-- Some normalised orbital minimises the expectation value of `h`, and its value bounds
`x ⬝ h x` from below by `ε (x ⬝ x)` for every vector `x`. -/
theorem exists_minimal_orbital [Nonempty n] (h : Matrix n n ℝ) :
    ∃ (ε : ℝ) (c : n → ℝ), c ⬝ᵥ c = 1 ∧ c ⬝ᵥ h *ᵥ c = ε ∧
      ∀ x : n → ℝ, ε * (x ⬝ᵥ x) ≤ x ⬝ᵥ h *ᵥ x := by
  classical
  -- the unit sphere is compact
  have hclosed : IsClosed {c : n → ℝ | c ⬝ᵥ c = 1} := by
    refine isClosed_eq ?_ continuous_const
    simp only [dotProduct]
    fun_prop
  have hcomp : IsCompact {c : n → ℝ | c ⬝ᵥ c = 1} := by
    refine IsCompact.of_isClosed_subset
      (isCompact_Icc : IsCompact (Set.Icc (fun _ => -1 : n → ℝ) (fun _ => 1))) hclosed ?_
    intro c hc
    have hb : ∀ i, c i * c i ≤ 1 := fun i =>
      (Finset.single_le_sum (f := fun j => c j * c j)
        (fun j _ => mul_self_nonneg (c j)) (Finset.mem_univ i)).trans (le_of_eq hc)
    exact ⟨fun i => by nlinarith [hb i], fun i => by nlinarith [hb i]⟩
  have hne : {c : n → ℝ | c ⬝ᵥ c = 1}.Nonempty :=
    ⟨Pi.single (Classical.arbitrary n) 1, by simp⟩
  have hcont : Continuous fun c : n → ℝ => c ⬝ᵥ h *ᵥ c := by
    simp only [dotProduct, Matrix.mulVec]
    fun_prop
  obtain ⟨c, hc, hmin⟩ := hcomp.exists_isMinOn hne hcont.continuousOn
  refine ⟨c ⬝ᵥ h *ᵥ c, c, hc, rfl, fun x => ?_⟩
  by_cases hx : x = 0
  · simp [hx]
  -- normalise x and compare with the minimum
  have hr0 : 0 < √(x ⬝ᵥ x) := Real.sqrt_pos.mpr (self_pos hx)
  have hr : √(x ⬝ᵥ x) * √(x ⬝ᵥ x) = x ⬝ᵥ x := Real.mul_self_sqrt (self_pos hx).le
  generalize √(x ⬝ᵥ x) = r at hr0 hr
  have hy : (r⁻¹ • x) ⬝ᵥ (r⁻¹ • x) = 1 := by
    rw [smul_dotProduct, dotProduct_smul, smul_eq_mul, smul_eq_mul, ← hr]
    field_simp
  have m : c ⬝ᵥ h *ᵥ c ≤ (r⁻¹ • x) ⬝ᵥ h *ᵥ (r⁻¹ • x) := hmin hy
  rw [Matrix.mulVec_smul, smul_dotProduct, dotProduct_smul, smul_eq_mul, smul_eq_mul] at m
  rw [← hr]
  calc (c ⬝ᵥ h *ᵥ c) * (r * r) ≤ (r⁻¹ * (r⁻¹ * (x ⬝ᵥ h *ᵥ x))) * (r * r) :=
        mul_le_mul_of_nonneg_right m (by positivity)
    _ = x ⬝ᵥ h *ᵥ x := by field_simp

/-- One-electron Hartree-Fock is exact within the basis: for symmetric `h`, the minimum of the
Hartree-Fock energy over normalised orbitals is the lowest energy level of `h`, and the minimisers
are exactly the normalised eigenvectors of that level. -/
theorem one_electron_hartreeFock_exact [Nonempty n] (h : Matrix n n ℝ) (hs : h.IsSymm)
    (g : n → n → n → n → ℝ) :
    ∃ ε₀ : ℝ, IsLeast {ε | IsEnergyLevel h ε} ε₀ ∧
      IsLeast {E | ∃ c : n → ℝ, c ⬝ᵥ c = 1 ∧ hfEnergy h g (vecMulVec c c) = E} ε₀ ∧
      ∀ c : n → ℝ, c ⬝ᵥ c = 1 →
        (hfEnergy h g (vecMulVec c c) = ε₀ ↔ h *ᵥ c = ε₀ • c) := by
  obtain ⟨ε₀, c₀, hc₀, hE, H⟩ := exists_minimal_orbital h
  refine ⟨ε₀, ⟨⟨c₀, ?_, ?_⟩, ?_⟩, ⟨⟨c₀, hc₀, ?_⟩, ?_⟩, ?_⟩
  · rintro rfl
    simp at hc₀
  · exact eigenvector_of_attained hs H (by rw [hE, hc₀, mul_one])
  · -- no level lies below the minimum
    rintro ε ⟨v, hv, hev⟩
    have k := H v
    rw [hev, dotProduct_smul, smul_eq_mul] at k
    exact le_of_mul_le_mul_right k (self_pos hv)
  · rw [hfEnergy_orbital, hE]
  · rintro E ⟨c, hc, rfl⟩
    have k := H c
    rwa [hc, mul_one, ← hfEnergy_orbital h g c] at k
  · intro c hc
    rw [hfEnergy_orbital]
    constructor
    · intro e
      exact eigenvector_of_attained hs H (by rw [e, hc, mul_one])
    · intro e
      rw [e, dotProduct_smul, hc, smul_eq_mul, mul_one]

/-- Without exchange, a normalised orbital with positive self-repulsion has an energy
strictly above the lowest energy level of `h`. -/
theorem hartree_above_ground_level (h : Matrix n n ℝ) (hs : h.IsSymm)
    (g : n → n → n → n → ℝ) {ε₀ : ℝ} (h₀ : IsLeast {ε | IsEnergyLevel h ε} ε₀)
    (c : n → ℝ) (hc : c ⬝ᵥ c = 1)
    (hrep : 0 < ∑ p, ∑ q, ∑ r, ∑ s, c p * c q * (c r * c s) * g p q r s) :
    ε₀ < hartreeEnergy h g (vecMulVec c c) := by
  rcases isEmpty_or_nonempty n with hn | hn
  · simp [dotProduct] at hc
  obtain ⟨ε₁, h₁, hmin, _⟩ := one_electron_hartreeFock_exact h hs g
  have k : ε₁ ≤ hfEnergy h g (vecMulVec c c) := hmin.2 ⟨c, hc, rfl⟩
  rw [← h₀.unique h₁, hfEnergy_orbital] at k
  simp only [hartreeEnergy, trace_mul_orbital, Matrix.vecMulVec_apply]
  linarith

end

end OneElectronHartreeFock
```

```lean
#print axioms OneElectronHartreeFock.scf_iff_schrodinger
-- 'OneElectronHartreeFock.scf_iff_schrodinger' depends on axioms: [propext, Classical.choice, Quot.sound]
#print axioms OneElectronHartreeFock.one_electron_hartreeFock_exact
-- 'OneElectronHartreeFock.one_electron_hartreeFock_exact' depends on axioms: [propext, Classical.choice, Quot.sound]
#print axioms OneElectronHartreeFock.hartree_above_ground_level
-- 'OneElectronHartreeFock.hartree_above_ground_level' depends on axioms: [propext, Classical.choice, Quot.sound]
```

## How the proof follows the derivation

`self_field_cancels` is the label exchange at fixed \(p\). Its `calc` block moves the sums past each other with `Finset.sum_comm`, and `ring` reorders the coefficients. `fockMatrix_mulVec_self` and `hfEnergy_orbital` use it for the field and the energy, the latter together with `trace_mul_orbital`. `scf_iff_schrodinger` follows by rewriting, and it holds for every orbital energy, including those of excited states.

`exists_minimal_orbital` shows that the unit sphere is closed and lies in the box \([-1,1]^n\), hence is compact, and then rescales an arbitrary vector. In `eigenvector_of_attained`, `key` is the inequality for \(Q(ac+bw)\); the choice of \(a\) and \(b\) appears in the second `k`, and `nlinarith` concludes \(N^2\le0\). The main theorem assembles these results. The Hartree comparison uses the uniqueness of a least element to identify the given `ε₀` with the one from the main theorem.

## The Fock matrix is still not \(h\)

From \(F(cc^T)c=hc\) one may wrongly conclude that \(F(cc^T)=h\). The derivation gives the cancellation on the occupied orbital, not on other orbitals. If \(c\) is the first basis vector of a basis with at least two functions, then

\[
F_{22}-h_{22}=g_{2211}-g_{2112},
\]

a Coulomb integral minus an exchange integral, which is generally not zero. The energies of the unoccupied orbitals of \(F\) therefore need not be energy levels of \(h\).

For a Hartree-Fock program this gives a simple check: for one electron in a finite, real, orthonormal spin-orbital basis, the minimised electronic energy, without any nuclear repulsion, must agree with the lowest eigenvalue of the one-electron Hamiltonian matrix.
